# The log-determinant of two stably coupled fragments never exceeds its second-order term

When two polarisable fragments are coupled without becoming unstable, the field reflected back and forth between them never raises the dispersion-energy integrand above its second-order value at a given imaginary frequency. Let $A$ and $B$ be the real polarisability matrices of the fragments at that frequency, and let $T$ be the real, generally rectangular tensor that gives the field at fragment A due to dipoles on fragment B. If the block matrix

$$
\begin{pmatrix} A^{-1} & -T \\ -T^{\mathsf T} & B^{-1} \end{pmatrix}
$$

is positive definite, then, with $K = A\,T\,B\,T^{\mathsf T}$,

$$
\det(1-K) > 0, \qquad \log\det(1-K) \le -\operatorname{tr}K \le 0 .
$$

The first inequality in the chain is an equality exactly when $T=0$.

The matrix $K$ describes one round trip of the field: from A to B and back, with a response at each fragment. Expanding the logarithm gives $-\operatorname{tr}K-\tfrac12\operatorname{tr}K^2-\cdots$. The first term is the second-order contribution, and the later ones come from repeated round trips. The bound concerns the later terms taken together.

## Frequency nodes in a dispersion code

In linear response, with $\hbar=1$, the coupled-dipole dispersion energy of two fragments and its second-order part are

$$
E=\frac{1}{2\pi}\int_0^\infty \log\det\bigl(1-K(i\omega)\bigr)\,d\omega,
\qquad
E_2=-\frac{1}{2\pi}\int_0^\infty \operatorname{tr}K(i\omega)\,d\omega ,
$$

where $\omega$ is the frequency variable. For point dipoles without retardation, $E_2$ is the Casimir–Polder expression for the dispersion energy. One way to compute a many-body dispersion energy is to evaluate an integrand of the first kind on a frequency grid. For two fragments in this finite, linear-response model, the bound applies at every node where the pair is stable. If the pair is stable at every node and the quadrature weights are positive, it carries over to the weighted sums.

This gives an assertion for each node. Check that the block matrix is symmetric and attempt its Cholesky factorisation; together these test the hypothesis up to rounding. If both succeed, check that $\det(1-K)$ is positive and compare its logarithm with $-\operatorname{tr}K$. A clear violation then points to an inconsistency between the block matrix and the computed $K$, such as a damping function left out of one factor, or a wrong index order in one of the products. Such errors can also pass the comparison unnoticed. The comparison needs a tolerance: at weak coupling the two numbers differ by about $\tfrac12\operatorname{tr}K^2$, which can be smaller than the rounding error in the determinant.

Codes differ in the sign they give to the dipole tensor. Replacing $T$ by $-T$ changes neither $K$ nor the stability condition.

## From stability to the bound

Let $x$ and $y$ be the dipole vectors of fragments A and B. With the polarisabilities taken at the chosen frequency, define a quadratic form, which at zero frequency is twice the energy of the coupled pair:

$$
F(x,y)=x^{\mathsf T}A^{-1}x-2x^{\mathsf T}Ty+y^{\mathsf T}B^{-1}y ,
$$

and stability means that $F(x,y)>0$ unless both vectors vanish.

**Each fragment is stable.** Setting $y=0$ shows that $A^{-1}$ is positive definite, and hence so is $A$. Setting $x=0$ gives the same for $B$.

**Fragment B relaxes.** For fixed $x$, the dipoles on B that minimise $F$ are $y=BT^{\mathsf T}x$. Substitution gives

$$
F(x,BT^{\mathsf T}x)=x^{\mathsf T}A^{-1}x-2x^{\mathsf T}TBT^{\mathsf T}x+x^{\mathsf T}TBT^{\mathsf T}x
=x^{\mathsf T}Sx,
$$

with $S=A^{-1}-TBT^{\mathsf T}$. This is positive for every $x\neq0$, so $S$ is positive definite.

**The determinant is positive.** Multiplication by $A$ gives $AS=1-K$, and therefore $\det(1-K)=\det A\,\det S>0$.

**The product is symmetrised.** In general $AS$ is not symmetric. Write $A=RR^{\mathsf T}$ with $R$ invertible, and set $P=R^{\mathsf T}SR$. This matrix is symmetric and positive definite. Cyclic exchange of factors gives $\det P=\det(AS)$ and $\operatorname{tr}P=\operatorname{tr}(AS)$.

**The scalar inequality is summed.** Let $d_i>0$ be the eigenvalues of $P$, and let $N$ be the dimension of $A$. Since $\log d\le d-1$ for $d>0$,

$$
\log\det(1-K)=\sum_i\log d_i\le\sum_i(d_i-1)=\operatorname{tr}(1-K)-N=-\operatorname{tr}K .
$$

**Equality removes the coupling.** The scalar inequality is strict unless $d=1$. Equality of the sums therefore forces every $d_i=1$, so $R^{\mathsf T}SR=1$. Then $R^{\mathsf T}S$ is the inverse of $R$, which gives $AS=RR^{\mathsf T}S=1$ and $K=0$. Since $A$ is invertible, $TBT^{\mathsf T}=0$. For every $x$ this means

$$
0=x^{\mathsf T}TBT^{\mathsf T}x=(T^{\mathsf T}x)^{\mathsf T}B\,(T^{\mathsf T}x).
$$

As $B$ is positive definite, $T^{\mathsf T}x=0$ for all $x$, and so $T=0$. Conversely, $T=0$ makes both sides of the bound zero.

**The second-order term is never positive.** Write also $B=QQ^{\mathsf T}$, and put $M=R^{\mathsf T}TQ$. Then

$$
\operatorname{tr}K=\operatorname{tr}(MM^{\mathsf T})=\sum_{i,j}M_{ij}^2\ge0 .
$$

## A positive determinant does not certify stability

Take $A=B=1$ in two dimensions and $T=2\cdot 1$. Both fragments are stable by themselves, but the block matrix has the eigenvalue $1-2=-1$, so the pair is not. Here $K=4\cdot1$ and $\det(1-K)=(-3)^2=9$, which is positive. Yet

$$
\log 9\approx 2.20 > -8=-\operatorname{tr}K .
$$

Positive definite polarisabilities and a positive determinant are thus not enough for the bound. In one dimension, the same numbers give $\det(1-K)=-3$, and positivity of the determinant fails as well. A code that checks only the sign of the determinant can miss an even number of unstable modes.

## Lean source for the determinant bound

```lean
import Mathlib

open Matrix

namespace BeyondCasimirPolder

noncomputable section

variable {m n : Type*} [Fintype m] [DecidableEq m] [Fintype n] [DecidableEq n]

/-- The round trip `A T B Tᵀ`: propagation from fragment A to fragment B and back,
with a response at each fragment. -/
def roundTrip (A : Matrix m m ℝ) (B : Matrix n n ℝ) (T : Matrix m n ℝ) : Matrix m m ℝ :=
  A * T * B * Tᵀ

/-- The matrix of the quadratic energy of two coupled fragments with invertible
polarisabilities `A`, `B` and coupling `T`. -/
def coupledStiffness (A : Matrix m m ℝ) (B : Matrix n n ℝ) (T : Matrix m n ℝ) :
    Matrix (m ⊕ n) (m ⊕ n) ℝ :=
  fromBlocks A⁻¹ (-T) (-Tᵀ) B⁻¹

/-- A real positive definite matrix has orthogonal principal axes with positive
principal values. -/
theorem principal_axes {P : Matrix m m ℝ} (hP : P.PosDef) :
    ∃ (U : Matrix m m ℝ) (d : m → ℝ), U * Uᵀ = 1 ∧ (∀ i, 0 < d i) ∧
      P = U * diagonal d * Uᵀ := by
  have hs := hP.isHermitian.spectral_theorem
  rw [Unitary.conjStarAlgAut_apply] at hs
  have hU := Matrix.mem_unitaryGroup_iff.1 hP.isHermitian.eigenvectorUnitary.2
  rw [star_eq_conjTranspose, conjTranspose_eq_transpose_of_trivial] at hU hs
  exact ⟨_, hP.isHermitian.eigenvalues, hU, hP.eigenvalues_pos, hs⟩

/-- A real positive definite polarisability factors as `R Rᵀ`. -/
theorem exists_factor {A : Matrix m m ℝ} (hA : A.PosDef) :
    ∃ R : Matrix m m ℝ, A = R * Rᵀ := by
  obtain ⟨U, d, -, hd, h⟩ := principal_axes hA
  refine ⟨U * diagonal (fun i => Real.sqrt (d i)), ?_⟩
  have hdd : diagonal d = diagonal (fun i => Real.sqrt (d i)) *
      diagonal (fun i => Real.sqrt (d i)) := by
    rw [diagonal_mul_diagonal]
    exact congrArg diagonal (funext fun i => (Real.mul_self_sqrt (hd i).le).symm)
  rw [h, hdd, transpose_mul, diagonal_transpose]
  simp only [Matrix.mul_assoc]

/-- For positive definite `A` and `S`, `log det (A S)` is at most `tr (A S)` minus the
dimension, and equality forces `A S = 1`. -/
theorem log_det_mul_le {A S : Matrix m m ℝ} (hA : A.PosDef) (hS : S.PosDef) :
    Real.log (A * S).det ≤ (A * S).trace - Fintype.card m ∧
      (Real.log (A * S).det = (A * S).trace - Fintype.card m → A * S = 1) := by
  obtain ⟨R, rfl⟩ := exists_factor hA
  have hR : IsUnit R := by
    have h := hA.det_pos.ne'
    rw [det_mul] at h
    exact (isUnit_iff_isUnit_det R).2 (isUnit_iff_ne_zero.2 (left_ne_zero_of_mul h))
  -- the symmetrised product has the same determinant and trace
  have hP := hS.conjTranspose_mul_mul_same (mulVec_injective_of_isUnit hR)
  rw [conjTranspose_eq_transpose_of_trivial] at hP
  obtain ⟨U, d, hU, hd, h⟩ := principal_axes hP
  have hU' : Uᵀ * U = 1 := mul_eq_one_comm.1 hU
  have hdet : (R * Rᵀ * S).det = ∏ i, d i := by
    rw [Matrix.mul_assoc, det_mul_comm, h, det_mul_comm, ← Matrix.mul_assoc, hU',
      Matrix.one_mul, det_diagonal]
  have htr : (R * Rᵀ * S).trace - Fintype.card m = ∑ i, (d i - 1) := by
    rw [Matrix.mul_assoc, trace_mul_comm, h, trace_mul_comm, ← Matrix.mul_assoc, hU',
      Matrix.one_mul, trace_diagonal]
    simp [Finset.sum_sub_distrib]
  have hlog : Real.log (∏ i, d i) = ∑ i, Real.log (d i) := by
    rw [Real.log_prod]
    exact fun i _ => (hd i).ne'
  have hle : ∀ i ∈ Finset.univ, Real.log (d i) ≤ d i - 1 :=
    fun i _ => Real.log_le_sub_one_of_pos (hd i)
  rw [hdet, htr, hlog]
  refine ⟨Finset.sum_le_sum hle, fun heq => ?_⟩
  -- equality in the sum forces every principal value to be one
  have hone : d = fun _ => 1 := by
    funext i
    by_contra hne
    have h1 := (Finset.sum_eq_sum_iff_of_le hle).1 heq i (Finset.mem_univ i)
    exact (Real.log_lt_sub_one_of_pos (hd i) hne).ne h1
  rw [hone, diagonal_one, Matrix.mul_one, hU] at h
  rw [Matrix.mul_assoc]
  exact mul_eq_one_comm.1 h

/-- If the coupled pair is stable, both fragment polarisabilities are positive definite. -/
theorem fragments_posDef {A : Matrix m m ℝ} {B : Matrix n n ℝ} {T : Matrix m n ℝ}
    (h : (coupledStiffness A B T).PosDef) : A.PosDef ∧ B.PosDef := by
  have hH := isHermitian_fromBlocks_iff.1 h.isHermitian
  constructor
  · refine posDef_inv_iff.1 (posDef_iff_dotProduct_mulVec.2 ⟨hH.1, fun x hx => ?_⟩)
    have hq := h.dotProduct_mulVec_pos (x := Sum.elim x 0)
      (fun h0 => hx (funext fun i => congrFun h0 (Sum.inl i)))
    simpa [coupledStiffness, fromBlocks_mulVec, dotProduct, Fintype.sum_sum_type] using hq
  · refine posDef_inv_iff.1 (posDef_iff_dotProduct_mulVec.2 ⟨hH.2.2.2, fun x hx => ?_⟩)
    have hq := h.dotProduct_mulVec_pos (x := Sum.elim 0 x)
      (fun h0 => hx (funext fun i => congrFun h0 (Sum.inr i)))
    simpa [coupledStiffness, fromBlocks_mulVec, dotProduct, Fintype.sum_sum_type] using hq

/-- If the coupled pair is stable, the stiffness of fragment A stays positive definite after
fragment B has relaxed in its field. -/
theorem relaxed_posDef {A : Matrix m m ℝ} {B : Matrix n n ℝ} {T : Matrix m n ℝ}
    (h : (coupledStiffness A B T).PosDef) : (A⁻¹ - T * B * Tᵀ).PosDef := by
  obtain ⟨hA, hB⟩ := fragments_posDef h
  have hBt : Bᵀ = B := by
    simpa only [conjTranspose_eq_transpose_of_trivial] using hB.isHermitian.eq
  refine posDef_iff_dotProduct_mulVec.2 ⟨hA.inv.isHermitian.sub ?_, fun x hx => ?_⟩
  · rw [IsHermitian, conjTranspose_eq_transpose_of_trivial]
    simp only [transpose_mul, transpose_transpose, hBt, Matrix.mul_assoc]
  -- fragment B responds with the moment `B Tᵀ x`
  have hq := h.dotProduct_mulVec_pos (x := Sum.elim x (B *ᵥ (Tᵀ *ᵥ x)))
    (fun h0 => hx (funext fun i => congrFun h0 (Sum.inl i)))
  have h2 : B⁻¹ *ᵥ (B *ᵥ (Tᵀ *ᵥ x)) = Tᵀ *ᵥ x := by
    rw [mulVec_mulVec, nonsing_inv_mul _ hB.det_pos.ne'.isUnit, one_mulVec]
  have e : coupledStiffness A B T *ᵥ Sum.elim x (B *ᵥ (Tᵀ *ᵥ x)) =
      Sum.elim ((A⁻¹ - T * B * Tᵀ) *ᵥ x) 0 := by
    rw [coupledStiffness, fromBlocks_mulVec, Sum.elim_comp_inl, Sum.elim_comp_inr, h2]
    simp only [sub_eq_add_neg, add_mulVec, neg_mulVec, mulVec_mulVec, Matrix.mul_assoc,
      Matrix.neg_mul, neg_add_cancel]
  rw [e] at hq
  simpa [dotProduct, Fintype.sum_sum_type] using hq

/-- For a stable coupled pair, `det (1 - A T B Tᵀ)` is positive and its logarithm is at most
the second-order term `-tr (A T B Tᵀ)`, with equality only for vanishing coupling. -/
theorem log_det_le_second_order {A : Matrix m m ℝ} {B : Matrix n n ℝ} {T : Matrix m n ℝ}
    (h : (coupledStiffness A B T).PosDef) :
    0 < (1 - roundTrip A B T).det ∧
    Real.log (1 - roundTrip A B T).det ≤ -(roundTrip A B T).trace ∧
    (Real.log (1 - roundTrip A B T).det = -(roundTrip A B T).trace ↔ T = 0) := by
  obtain ⟨hA, hB⟩ := fragments_posDef h
  have hS := relaxed_posDef h
  have hAS : A * (A⁻¹ - T * B * Tᵀ) = 1 - roundTrip A B T := by
    rw [Matrix.mul_sub, mul_nonsing_inv _ hA.det_pos.ne'.isUnit, roundTrip]
    simp only [Matrix.mul_assoc]
  have hpos := mul_pos hA.det_pos hS.det_pos
  rw [← det_mul, hAS] at hpos
  have hmain := log_det_mul_le hA hS
  have htr : (1 - roundTrip A B T).trace - Fintype.card m = -(roundTrip A B T).trace := by
    rw [trace_sub, trace_one]
    ring
  rw [hAS, htr] at hmain
  refine ⟨hpos, hmain.1, fun heq => ?_, fun hT => by simp [hT, roundTrip]⟩
  -- without a round trip the field of A at B must vanish
  have hK : roundTrip A B T = 0 := sub_eq_self.1 (hmain.2 heq)
  have hM : T * B * Tᵀ = 0 := by
    calc T * B * Tᵀ = A⁻¹ * A * (T * B * Tᵀ) := by
          rw [nonsing_inv_mul _ hA.det_pos.ne'.isUnit, Matrix.one_mul]
      _ = A⁻¹ * roundTrip A B T := by simp only [roundTrip, Matrix.mul_assoc]
      _ = 0 := by rw [hK, Matrix.mul_zero]
  have hfield : ∀ x, Tᵀ *ᵥ x = 0 := by
    intro x
    by_contra hy
    have hq := hB.dotProduct_mulVec_pos hy
    have e : x ⬝ᵥ ((T * B * Tᵀ) *ᵥ x) = (Tᵀ *ᵥ x) ⬝ᵥ (B *ᵥ (Tᵀ *ᵥ x)) := by
      rw [← mulVec_mulVec, ← mulVec_mulVec, Matrix.dotProduct_mulVec x T, mulVec_transpose]
    rw [star_trivial, ← e, hM, zero_mulVec, dotProduct_zero] at hq
    exact lt_irrefl _ hq
  ext i j
  simpa using congrFun (hfield (Pi.single i 1)) j

/-- For positive definite polarisabilities the trace of the round trip is nonnegative. -/
theorem trace_roundTrip_nonneg {A : Matrix m m ℝ} {B : Matrix n n ℝ} (T : Matrix m n ℝ)
    (hA : A.PosDef) (hB : B.PosDef) : 0 ≤ (roundTrip A B T).trace := by
  obtain ⟨R, rfl⟩ := exists_factor hA
  obtain ⟨Q, rfl⟩ := exists_factor hB
  have e : (roundTrip (R * Rᵀ) (Q * Qᵀ) T).trace =
      ((Rᵀ * T * Q) * (Rᵀ * T * Q)ᵀ).trace := by
    simp only [roundTrip, transpose_mul, transpose_transpose, Matrix.mul_assoc]
    rw [trace_mul_comm]
    simp only [Matrix.mul_assoc]
  rw [e]
  exact Finset.sum_nonneg fun i _ => Finset.sum_nonneg fun j _ => mul_self_nonneg _

end

end BeyondCasimirPolder
```

```lean
#print axioms BeyondCasimirPolder.log_det_le_second_order
-- 'BeyondCasimirPolder.log_det_le_second_order' depends on axioms: [propext, Classical.choice, Quot.sound]
#print axioms BeyondCasimirPolder.trace_roundTrip_nonneg
-- 'BeyondCasimirPolder.trace_roundTrip_nonneg' depends on axioms: [propext, Classical.choice, Quot.sound]
```

## What the theorems say about fragments

The main theorem is `log_det_le_second_order`. Its index types `m` and `n` are finite and otherwise arbitrary. In a dipole code, an element of `m` would be an atom of fragment A together with a Cartesian direction, and `n` would play the same role for B. The fragments may have different sizes, and `m ⊕ n` labels all components of the pair. The matrices `A` and `B` may be full matrices, so interactions within each fragment can already be included in them.

The letters `A` and `B` stand for what is often written $\alpha$ or $\chi$. `T` is the bare coupling tensor and not the transition operator of scattering theory. Units must be chosen so that `roundTrip A B T`, the matrix $K$ above, is dimensionless. No particular distance dependence is imposed on `T`, so a damped dipole tensor is allowed.

The single hypothesis is `(coupledStiffness A B T).PosDef`. At zero frequency, it says that every nonzero set of dipoles on the pair costs energy, so there is no spontaneous polarisation. At any other imaginary frequency, it is the same condition on the polarisabilities at that frequency, and does not by itself exclude a static instability. `PosDef` includes symmetry of the matrix. Positive definiteness of `A` and `B` is derived from this hypothesis in `fragments_posDef`. Singular polarisabilities are excluded too, because Lean sets the inverse of a singular matrix to zero, and a zero diagonal block would violate the hypothesis.

The conclusion has three parts: the determinant is positive, its logarithm is bounded by minus the trace, and equality holds if and only if `T = 0`. The sign of the second-order term is a separate theorem, `trace_roundTrip_nonneg`. It needs only positive definite `A` and `B`, and holds for unstable pairs as well.

## How the lemmas build the bound

`principal_axes` restates the spectral theorem for real matrices: an orthogonal `U` and positive numbers `d i` diagonalise a positive definite matrix. `exists_factor` takes square roots of those numbers to obtain $A=RR^{\mathsf T}$.

`log_det_mul_le` contains the symmetrisation and the scalar inequality. The rewrites with `det_mul_comm` and `trace_mul_comm` turn the determinant and trace of $AS$ into the product and sum of the `d i`. `Finset.sum_le_sum` then adds the inequalities $\log d_i\le d_i-1$. For equality, `Finset.sum_eq_sum_iff_of_le` passes from the sums to the individual terms, and the strict scalar inequality rules out any `d i` other than one.

`fragments_posDef` evaluates the quadratic form on vectors with one fragment's dipoles set to zero. `relaxed_posDef` evaluates it on `Sum.elim x (B *ᵥ (Tᵀ *ᵥ x))`, the relaxed configuration. The block matrix sends this vector to $(Sx,0)$, since no net force remains on B, and the form reduces to $x^{\mathsf T}Sx$.

`log_det_le_second_order` combines these results through $AS=1-K$. In its equality case, it shows that $T^{\mathsf T}x=0$ for every `x`, then inserts the unit vectors `Pi.single i 1` to read off each entry of `T`. `trace_roundTrip_nonneg` factors both polarisabilities and recognises the trace as a sum of squares.

## From one frequency to an interaction energy

The guarantee holds for real matrices at one frequency. The step that remains before it becomes a statement about $E$ and $E_2$ is the integral over imaginary frequency: the pair must be stable throughout the range, and both integrands must be integrable. The ordering $E\le E_2$ then follows from monotonicity of the integral, an argument made here in prose and not in Lean.

The model has two fragments with finitely many response components. Exchange, charge overlap and nonlinear response are absent from it, so the bound does not fix the sign of a total interaction energy. Nor does it say how far $\log\det(1-K)$ lies below $-\operatorname{tr}K$, or control the rounding error of a floating-point evaluation.
